# Real zone-boundary orbitals in a finite plane-wave basis are fixed by half their coefficients

**A:** Take a natural number M, complex coefficients c_n, and the orbital

ψ(x) = Σ_{−M ≤ n < M} c_n exp(i(n+1/2)x).

It is real at every x if and only if c_(−n−1) = conj c_n for every n in the basis. If ψ is real and φ is a second real orbital of this kind, with coefficients d_n, then

(1/2π) ∫₀^{2π} ψ(x) φ(x) dx = 2 Re Σ_{0 ≤ n < M} conj(c_n) d_n.

So in a one-dimensional plane-wave calculation with this finite basis, M complex numbers are enough to store a real zone-boundary orbital and to compute its cell-averaged overlaps with other real orbitals stored in the same way.

**Q:** Where is the zone boundary in the formal version?

**A:** In the shift by 1/2. The cell has length 2π, so the reciprocal lattice vectors are the integers n and the zone boundary is at k = 1/2. I write w_n(x) = exp(i(n+1/2)x) for what the code calls `planeWave n x`.

```lean
import Mathlib

open ComplexConjugate

namespace ZoneBoundaryHalfStorage

noncomputable section

/-- The plane wave `exp(i(n+1/2)x)` at the zone-boundary point of a cell of length `2π`. -/
def planeWave (n : ℤ) (x : ℝ) : ℂ :=
  Complex.exp (Complex.I * ((n : ℂ) + 1 / 2) * (x : ℂ))
```

**Q:** And the coefficients? `c : ℤ → ℂ` looks like an infinite set.

**A:** Only the 2M values on `Finset.Ico (-(M : ℤ)) (M : ℤ)`, the integers −M ≤ n < M, enter the orbital. The wave numbers n+1/2 then run symmetrically from −M+1/2 to M−1/2. For M = 0 the orbital is zero and the statements hold trivially.

```lean
/-- The orbital with coefficients `c n` on the `2M` plane waves `-M ≤ n < M`. -/
def orbital (M : ℕ) (c : ℤ → ℂ) (x : ℝ) : ℂ :=
  ∑ n ∈ Finset.Ico (-(M : ℤ)) (M : ℤ), c n * planeWave n x
```

**Q:** These orbitals change sign from one cell to the next. Is an average over a single cell legitimate?

**A:** Yes. Since ψ(x+2π) = −ψ(x), and likewise for φ, the product ψφ has period 2π. Its mean over one cell is its mean over the crystal.

```lean
/-- The mean of a function over the cell `[0, 2π]`. -/
def cellMean (f : ℝ → ℂ) : ℂ :=
  1 / (2 * (Real.pi : ℂ)) * ∫ x in (0 : ℝ)..(2 * Real.pi), f x
```

**Q:** Then show me where the pairing of n with −n−1 comes from.

**A:** From conjugating one plane wave:

conj w_n(x) = exp(−i(n+1/2)x) = exp(i((−n−1)+1/2)x) = w_(−n−1)(x).

The equation n = −n−1 has no integer solution, so no plane wave is its own partner. The proof moves the conjugation into the exponent and leaves the algebra to `ring`.

```lean
/-- Complex conjugation turns the plane wave `n` into the plane wave `-n-1`. -/
theorem planeWave_conj (n : ℤ) (x : ℝ) :
    conj (planeWave n x) = planeWave (-n - 1) x := by
  unfold planeWave
  rw [← Complex.exp_conj]
  congr 1
  simp only [map_mul, map_add, map_div₀, map_one, map_ofNat, map_intCast,
    Complex.conj_I, Complex.conj_ofReal]
  push_cast
  ring
```

**Q:** The pairing shows that symmetric coefficients give a real function. The converse needs the coefficients to be unique.

**A:** Orthonormality supplies that. The half-integers cancel in

conj w_m(x) · w_n(x) = exp(i(n−m)x).

For m = n the mean is 1. For m ≠ n it is

(exp(2πi(n−m)) − 1) / (2πi(n−m)) = 0.

The two branches after `split_ifs` are these two cases.

```lean
/-- The zone-boundary plane waves are orthonormal with respect to the cell mean. -/
theorem planeWave_orthonormal (m n : ℤ) :
    cellMean (fun x => conj (planeWave m x) * planeWave n x) = if m = n then 1 else 0 := by
  have h : ∀ x : ℝ, conj (planeWave m x) * planeWave n x
      = Complex.exp (((n - m : ℤ) : ℂ) * Complex.I * (x : ℂ)) := by
    intro x
    rw [planeWave_conj]
    unfold planeWave
    rw [← Complex.exp_add]
    congr 1
    push_cast
    ring
  have hpi : (Real.pi : ℂ) ≠ 0 := Complex.ofReal_ne_zero.mpr Real.pi_ne_zero
  unfold cellMean
  simp only [h]
  split_ifs with hmn
  · subst hmn
    simp only [sub_self, Int.cast_zero, zero_mul, Complex.exp_zero,
      intervalIntegral.integral_const, sub_zero]
    rw [Complex.real_smul]
    push_cast
    field_simp
  · -- the integrand runs through a whole number of periods
    have hk : ((n - m : ℤ) : ℂ) * Complex.I ≠ 0 :=
      mul_ne_zero (Int.cast_ne_zero.mpr (by omega)) Complex.I_ne_zero
    have harg : ((n - m : ℤ) : ℂ) * Complex.I * ((2 * Real.pi : ℝ) : ℂ)
        = ((n - m : ℤ) : ℂ) * (2 * (Real.pi : ℂ) * Complex.I) := by
      push_cast
      ring
    rw [integral_exp_mul_complex hk, harg, Complex.exp_int_mul_two_pi_mul_I]
    simp
```

To use this on an orbital, the mean has to pass through a finite sum. `cellMean_sum` proves that for continuous functions.

```lean
/-- The cell mean of a finite linear combination of continuous functions is the
linear combination of their cell means. -/
theorem cellMean_sum (s : Finset ℤ) (a : ℤ → ℂ) (f : ℤ → ℝ → ℂ)
    (hf : ∀ n, Continuous (f n)) :
    cellMean (fun x => ∑ n ∈ s, a n * f n x) = ∑ n ∈ s, a n * cellMean (f n) := by
  have hs : (∫ x in (0 : ℝ)..(2 * Real.pi), ∑ n ∈ s, a n * f n x)
      = ∑ n ∈ s, ∫ x in (0 : ℝ)..(2 * Real.pi), a n * f n x := by
    apply intervalIntegral.integral_finsetSum
    intro n _
    apply Continuous.intervalIntegrable
    exact continuous_const.mul (hf n)
  unfold cellMean
  beta_reduce
  rw [hs, Finset.mul_sum]
  refine Finset.sum_congr rfl fun n _ => ?_
  rw [intervalIntegral.integral_const_mul]
  ring
```

Projection then returns the coefficient, for m in the basis:

mean(conj w_m · ψ) = Σ_n c_n mean(conj w_m · w_n) = c_m.

```lean
/-- Projecting an orbital on a plane wave of the basis returns its coefficient. -/
theorem coefficient_eq (M : ℕ) (c : ℤ → ℂ) (m : ℤ)
    (hm : m ∈ Finset.Ico (-(M : ℤ)) (M : ℤ)) :
    cellMean (fun x => conj (planeWave m x) * orbital M c x) = c m := by
  have h : (fun x => conj (planeWave m x) * orbital M c x) = fun x =>
      ∑ n ∈ Finset.Ico (-(M : ℤ)) (M : ℤ), c n * (conj (planeWave m x) * planeWave n x) := by
    funext x
    simp only [orbital, Finset.mul_sum]
    exact Finset.sum_congr rfl fun n _ => by ring
  rw [h]
  refine (cellMean_sum _ c (fun n x => conj (planeWave m x) * planeWave n x) ?_).trans ?_
  · intro n
    simp only [planeWave_conj]
    unfold planeWave
    fun_prop
  · simp only [planeWave_orthonormal, mul_ite, mul_one, mul_zero, Finset.sum_ite_eq]
    rw [if_pos hm]
```

**Q:** Now conjugate the whole orbital.

**A:** Conjugate term by term and rename n as −n−1:

conj ψ = Σ_n conj(c_n) w_(−n−1) = Σ_n conj(c_(−n−1)) w_n.

The renaming maps −M ≤ n < M onto itself and is its own inverse. `Finset.sum_nbij'` asks for these facts and for the equality of corresponding terms; `omega` checks the ranges.

```lean
/-- The complex conjugate of an orbital is the orbital with coefficients `conj c_(-n-1)`. -/
theorem orbital_conj (M : ℕ) (c : ℤ → ℂ) (x : ℝ) :
    conj (orbital M c x) = orbital M (fun n => conj (c (-n - 1))) x := by
  simp only [orbital, map_sum, map_mul, planeWave_conj]
  refine Finset.sum_nbij' (fun n => -n - 1) (fun n => -n - 1) ?_ ?_ ?_ ?_ ?_
  · intro n hn
    simp only [Finset.mem_Ico] at hn ⊢
    omega
  · intro n hn
    simp only [Finset.mem_Ico] at hn ⊢
    omega
  · intro n _
    ring
  · intro n _
    ring
  · intro n _
    have e : -(-n - 1) - 1 = n := by ring
    simp only [e]
```

**Q:** What does "real-valued" mean in the criterion?

**A:** `∀ x, (orbital M c x).im = 0`: the imaginary part vanishes at every real x, not just at grid points. If that holds, ψ = conj ψ, and projecting both sides on w_n gives c_n = conj c_(−n−1), which is the stated condition after one more conjugation. Conversely, the condition makes the two expansions agree term by term, so ψ = conj ψ.

```lean
/-- A zone-boundary orbital is real-valued if and only if `c_(-n-1) = conj c_n`
for every plane wave of the basis. -/
theorem orbital_real_iff (M : ℕ) (c : ℤ → ℂ) :
    (∀ x, (orbital M c x).im = 0) ↔
      ∀ n ∈ Finset.Ico (-(M : ℤ)) (M : ℤ), c (-n - 1) = conj (c n) := by
  constructor
  · intro h n hn
    -- the expansion with coefficients `conj c_(-n-1)` is the same function as the orbital
    have hfun : orbital M (fun n => conj (c (-n - 1))) = orbital M c := by
      funext x
      rw [← orbital_conj]
      exact Complex.conj_eq_iff_im.mpr (h x)
    have h1 := coefficient_eq M (fun n => conj (c (-n - 1))) n hn
    rw [hfun, coefficient_eq M c n hn] at h1
    rw [h1, Complex.conj_conj]
  · intro h x
    apply Complex.conj_eq_iff_im.mp
    rw [orbital_conj]
    unfold orbital
    refine Finset.sum_congr rfl fun n hn => ?_
    simp only [h n hn, Complex.conj_conj]
```

**Q:** How does the full sum become twice a half sum?

**A:** Suppose the terms F_n satisfy F_(−n−1) = conj F_n. The negative indices −M ≤ n < 0 are the partners of 0 ≤ n < M, so with S = Σ_{0 ≤ n < M} F_n,

Σ_{−M ≤ n < M} F_n = S + conj S = 2 Re S.

In the proof, `hU` and `hD` split the range into two disjoint halves, and `hN` identifies the negative half as conj S.

```lean
/-- If the terms at `n` and `-n-1` are complex conjugates, the sum over the full basis
is twice the real part of the sum over `0 ≤ n < M`. -/
theorem sum_fold (M : ℕ) (F : ℤ → ℂ)
    (hF : ∀ n ∈ Finset.Ico (-(M : ℤ)) (M : ℤ), F (-n - 1) = conj (F n)) :
    ∑ n ∈ Finset.Ico (-(M : ℤ)) (M : ℤ), F n
      = ((2 * (∑ n ∈ Finset.Ico (0 : ℤ) (M : ℤ), F n).re : ℝ) : ℂ) := by
  have hU : Finset.Ico (-(M : ℤ)) (M : ℤ)
      = Finset.Ico (0 : ℤ) (M : ℤ) ∪ Finset.Ico (-(M : ℤ)) 0 := by
    ext n
    simp only [Finset.mem_union, Finset.mem_Ico]
    omega
  have hD : Disjoint (Finset.Ico (0 : ℤ) (M : ℤ)) (Finset.Ico (-(M : ℤ)) 0) := by
    rw [Finset.disjoint_left]
    intro n h1 h2
    simp only [Finset.mem_Ico] at h1 h2
    omega
  -- the negative half is the conjugate of the stored half
  have hN : ∑ n ∈ Finset.Ico (-(M : ℤ)) 0, F n
      = conj (∑ n ∈ Finset.Ico (0 : ℤ) (M : ℤ), F n) := by
    rw [map_sum]
    refine Finset.sum_nbij' (fun n => -n - 1) (fun n => -n - 1) ?_ ?_ ?_ ?_ ?_
    · intro n hn
      simp only [Finset.mem_Ico] at hn ⊢
      omega
    · intro n hn
      simp only [Finset.mem_Ico] at hn ⊢
      omega
    · intro n _
      ring
    · intro n _
      ring
    · intro n hn
      have hn' : n ∈ Finset.Ico (-(M : ℤ)) (M : ℤ) := by
        simp only [Finset.mem_Ico] at hn ⊢
        omega
      simp only [hF n hn', Complex.conj_conj]
  rw [hU, Finset.sum_union hD, hN, Complex.add_conj]
```

**Q:** Can I recover the orbital itself from the stored half?

**A:** Put F_n = c_n w_n(x). For a real orbital, F_(−n−1) = conj(c_n) conj(w_n(x)) = conj F_n, so

ψ(x) = 2 Re Σ_{0 ≤ n < M} c_n w_n(x).

```lean
/-- A real orbital is twice the real part of its expansion over `0 ≤ n < M`. -/
theorem orbital_eq_half_sum (M : ℕ) (c : ℤ → ℂ) (hc : ∀ x, (orbital M c x).im = 0) (x : ℝ) :
    orbital M c x
      = ((2 * (∑ n ∈ Finset.Ico (0 : ℤ) (M : ℤ), c n * planeWave n x).re : ℝ) : ℂ) := by
  refine sum_fold M (fun n => c n * planeWave n x) fun n hn => ?_
  simp only [map_mul, planeWave_conj, (orbital_real_iff M c).mp hc n hn]
```

**Q:** The overlap theorem averages ψφ, with no conjugate on ψ. Yet conj(c_n) appears on the right.

**A:** Because ψ is real, it may be replaced by conj ψ:

mean(ψφ) = Σ_n conj(c_n) mean(conj w_n · φ) = Σ_n conj(c_n) d_n,

over the full basis. With F_n = conj(c_n) d_n, both reality conditions give

F_(−n−1) = c_n conj(d_n) = conj F_n,

and folding finishes the calculation. The right-hand side in Lean is a real number cast to ℂ, so the equation also says that the mean is real.

```lean
/-- The mean product of two real zone-boundary orbitals is
`2 Re ∑ conj(c_n) d_n` over `0 ≤ n < M`. -/
theorem half_storage_overlap (M : ℕ) (c d : ℤ → ℂ)
    (hc : ∀ x, (orbital M c x).im = 0) (hd : ∀ x, (orbital M d x).im = 0) :
    cellMean (fun x => orbital M c x * orbital M d x)
      = ((2 * (∑ n ∈ Finset.Ico (0 : ℤ) (M : ℤ), conj (c n) * d n).re : ℝ) : ℂ) := by
  -- replace the first orbital by its conjugate and expand it
  have h : (fun x => orbital M c x * orbital M d x) = fun x =>
      ∑ n ∈ Finset.Ico (-(M : ℤ)) (M : ℤ),
        conj (c n) * (conj (planeWave n x) * orbital M d x) := by
    funext x
    have hx : orbital M c x = ∑ n ∈ Finset.Ico (-(M : ℤ)) (M : ℤ),
        conj (c n) * conj (planeWave n x) := by
      refine (Complex.conj_eq_iff_im.mpr (hc x)).symm.trans ?_
      simp only [orbital, map_sum, map_mul]
    rw [hx, Finset.sum_mul]
    exact Finset.sum_congr rfl fun n _ => by ring
  rw [h]
  refine (cellMean_sum _ (fun n => conj (c n))
    (fun n x => conj (planeWave n x) * orbital M d x) ?_).trans ?_
  · intro n
    simp only [planeWave_conj]
    unfold orbital planeWave
    fun_prop
  · rw [← sum_fold M (fun n => conj (c n) * d n) fun n hn => by
      simp only [map_mul, (orbital_real_iff M c).mp hc n hn,
        (orbital_real_iff M d).mp hd n hn]]
    exact Finset.sum_congr rfl fun n hn => by rw [coefficient_eq M d n hn]
```

**Q:** Do both orbitals have to be real?

**A:** In general, yes: neither hypothesis can be dropped, and since both sides are symmetric in ψ and φ, one example is enough. Take M = 1 with d_0 = d_(−1) = 1, so φ = 2 cos(x/2) is real, but c_0 = 1 and c_(−1) = 0, so ψ = exp(ix/2) is not. Then ψφ = exp(ix) + 1 has mean 1, while the half-sum formula gives 2.

**Q:** What about normalisation?

**A:** Setting d = c gives

mean(ψ²) = 2 Σ_{0 ≤ n < M} |c_n|².

A real orbital with mean square 1 therefore has stored coefficients whose squared moduli sum to 1/2, not 1.

```lean
/-- The mean square of a real zone-boundary orbital is `2 ∑ |c_n|²` over `0 ≤ n < M`. -/
theorem half_storage_norm (M : ℕ) (c : ℤ → ℂ) (hc : ∀ x, (orbital M c x).im = 0) :
    cellMean (fun x => orbital M c x * orbital M c x)
      = ((2 * ∑ n ∈ Finset.Ico (0 : ℤ) (M : ℤ), ‖c n‖ ^ 2 : ℝ) : ℂ) := by
  rw [half_storage_overlap M c c hc hc, Complex.re_sum]
  congr 2
  refine Finset.sum_congr rfl fun n _ => ?_
  rw [Complex.conj_mul', ← Complex.ofReal_pow, Complex.ofReal_re]

end

end ZoneBoundaryHalfStorage
```

```lean
#print axioms ZoneBoundaryHalfStorage.orbital_real_iff
#print axioms ZoneBoundaryHalfStorage.orbital_eq_half_sum
#print axioms ZoneBoundaryHalfStorage.half_storage_norm
```

```
'ZoneBoundaryHalfStorage.orbital_real_iff' depends on axioms: [propext, Classical.choice, Quot.sound]
'ZoneBoundaryHalfStorage.orbital_eq_half_sum' depends on axioms: [propext, Classical.choice, Quot.sound]
'ZoneBoundaryHalfStorage.half_storage_norm' depends on axioms: [propext, Classical.choice, Quot.sound]
```

**Q:** My last doubt: who says that the orbitals of my crystal are real?

**A:** Not these theorems; reality is a hypothesis, and no Hamiltonian appears. Physically, it stands for a choice that is available when the Hamiltonian is real, as for a spinless electron in a real periodic potential without a magnetic field: conjugation takes k = 1/2 to −1/2, which is the same point up to a reciprocal lattice vector. The treatment is also restricted to one dimension and to this symmetric basis. A cutoff that kept n but discarded −n−1 would break the pairing.
